# Time-dependent Hartree-Fock underestimates the triplet and odd-singlet excitation energies of the half-filled Hubbard dimer for 0 < U ≤ 2t

Take two electrons on two sites with hopping t = 1 and on-site repulsion U = 2: time-dependent Hartree-Fock gives the triplet excitation energy √(4 − 2·2) = 0, because the coupling term cancels the squared orbital gap, while the exact value is √5 − 1 ≈ 1.24. The Lean file below proves that for every t > 0 and 0 < U ≤ 2t both the triplet and the odd-singlet energies come out too low.

```lean
import Mathlib

open Matrix

namespace HubbardDimerTDHF

noncomputable section

/-- The vector `v` is a nonzero eigenvector of the matrix `M` with eigenvalue `e`. -/
def IsMode (M : Matrix (Fin 4) (Fin 4) ℝ) (e : ℝ) (v : Fin 4 → ℝ) : Prop :=
  v ≠ 0 ∧ M *ᵥ v = e • v

/-- Hubbard dimer with one spin-up and one spin-down electron, hopping `t` and repulsion `U`.
The basis lists (site of up, site of down) as 11, 22, 12, 21. -/
def hubbard (t U : ℝ) : Matrix (Fin 4) (Fin 4) ℝ :=
  !![U, 0, -t, -t; 0, U, -t, -t; -t, -t, 0, 0; -t, -t, 0, 0]

/-- The covalent triplet state, unnormalised. -/
def tripletState : Fin 4 → ℝ := ![0, 0, 1, -1]

/-- The ionic singlet state that is odd under exchange of the sites, unnormalised. -/
def singletState : Fin 4 → ℝ := ![1, -1, 0, 0]

/-- `Ω` is the exact excitation energy of the eigenstate `v`: its energy minus the lowest
eigenvalue of the Hubbard Hamiltonian. -/
def ExactGap (t U : ℝ) (v : Fin 4 → ℝ) (Ω : ℝ) : Prop :=
  ∃ E₀ E, IsLeast {e | ∃ u, IsMode (hubbard t U) e u} E₀ ∧
    IsMode (hubbard t U) E v ∧ Ω = E - E₀

/-- The time-dependent Hartree-Fock matrix `[[A, B], [-B, -A]]` for the bonding-to-antibonding
excitations of spin up and spin down. The orbital gap is `2t`, and the Hartree-Fock kernel
couples opposite spins by `U/2`. -/
def tdhf (t U : ℝ) : Matrix (Fin 4) (Fin 4) ℝ :=
  !![2 * t, U / 2, 0, U / 2;
     U / 2, 2 * t, U / 2, 0;
     0, -(U / 2), -(2 * t), -(U / 2);
     -(U / 2), 0, -(U / 2), -(2 * t)]

/-- `w ≥ 0` is a time-dependent Hartree-Fock excitation energy whose spin-down amplitudes are
`s` times the spin-up ones: `s = 1` is the singlet channel, `s = -1` the triplet channel. -/
def TDHFEnergy (t U s w : ℝ) : Prop :=
  0 ≤ w ∧ ∃ x y, IsMode (tdhf t U) w ![x, s * x, y, s * y]

/-- For `t > 0` the exact ground-state energy of the half-filled dimer is
`(U - sqrt(U² + 16t²))/2`. -/
theorem ground_energy {t : ℝ} (U : ℝ) (ht : 0 < t) :
    IsLeast {e | ∃ u, IsMode (hubbard t U) e u} ((U - √(U ^ 2 + 16 * t ^ 2)) / 2) := by
  have hc : √(U ^ 2 + 16 * t ^ 2) ^ 2 = U ^ 2 + 16 * t ^ 2 := Real.sq_sqrt (by positivity)
  have hc0 := Real.sqrt_nonneg (U ^ 2 + 16 * t ^ 2)
  generalize √(U ^ 2 + 16 * t ^ 2) = c at hc hc0 ⊢
  have ht2 : 0 < t ^ 2 := by positivity
  obtain ⟨hl, hr⟩ := abs_lt.mp (abs_lt_of_sq_lt_sq (show U ^ 2 < c ^ 2 by linarith) hc0)
  constructor
  · -- the even singlet mixes covalent and ionic configurations
    refine ⟨![(c - U) / 2, (c - U) / 2, 2 * t, 2 * t], ?_, ?_⟩
    · intro h
      have h2 := congrFun h 2
      simp at h2
      linarith
    · ext i
      fin_cases i <;> simp [hubbard, Matrix.mulVec, dotProduct, Fin.sum_univ_four] <;>
        nlinarith [hc]
  · rintro E ⟨v, hv, h⟩
    by_contra hlt
    have hE := not_le.mp hlt
    have h0 : U * v 0 - t * v 2 - t * v 3 = E * v 0 := by
      have := congrFun h 0
      simp [hubbard, Matrix.mulVec, dotProduct, Fin.sum_univ_four] at this
      linarith
    have h1 : U * v 1 - t * v 2 - t * v 3 = E * v 1 := by
      have := congrFun h 1
      simp [hubbard, Matrix.mulVec, dotProduct, Fin.sum_univ_four] at this
      linarith
    have h2 : -t * v 0 - t * v 1 = E * v 2 := by
      have := congrFun h 2
      simp [hubbard, Matrix.mulVec, dotProduct, Fin.sum_univ_four] at this
      linarith
    have h3 : -t * v 0 - t * v 1 = E * v 3 := by
      have := congrFun h 3
      simp [hubbard, Matrix.mulVec, dotProduct, Fin.sum_univ_four] at this
      linarith
    -- below 0 and U only the even singlet sector is left
    have hE0 : E ≠ 0 := ne_of_lt (by linarith)
    have hEU : U - E ≠ 0 := ne_of_gt (by linarith)
    have hq : v 3 = v 2 := by
      have h4 : E * (v 2 - v 3) = 0 := by linear_combination h3 - h2
      linarith [(mul_eq_zero.mp h4).resolve_left hE0]
    have hb : v 1 = v 0 := by
      have h4 : (U - E) * (v 0 - v 1) = 0 := by linear_combination h0 - h1
      linarith [(mul_eq_zero.mp h4).resolve_left hEU]
    rw [hq] at h0
    rw [hb] at h2
    -- there the secular polynomial is positive
    have hpos : 0 < E ^ 2 - U * E - 4 * t ^ 2 := by
      have h5 : 0 < ((U - c) / 2 - E) * ((U + c) / 2 - E) :=
        mul_pos (by linarith) (by linarith)
      nlinarith [hc]
    have ha : v 0 = 0 := by
      have h4 : (E ^ 2 - U * E - 4 * t ^ 2) * v 0 = 0 := by
        linear_combination -E * h0 + 2 * t * h2
      exact (mul_eq_zero.mp h4).resolve_left hpos.ne'
    have hp : v 2 = 0 := by
      have h4 : E * v 2 = 0 := by linear_combination -h2 - 2 * t * ha
      exact (mul_eq_zero.mp h4).resolve_left hE0
    apply hv
    ext i
    fin_cases i <;> simp [ha, hb, hp, hq]

/-- For `t > 0` and `c = sqrt(U² + 16t²)`, the exact triplet and odd-singlet excitation energies
are `(c - U)/2` and `(c + U)/2`. -/
theorem exact_gaps {t : ℝ} (U : ℝ) (ht : 0 < t) :
    ExactGap t U tripletState ((√(U ^ 2 + 16 * t ^ 2) - U) / 2) ∧
    ExactGap t U singletState ((√(U ^ 2 + 16 * t ^ 2) + U) / 2) := by
  refine ⟨⟨_, 0, ground_energy U ht, ⟨?_, ?_⟩, by ring⟩,
    ⟨_, U, ground_energy U ht, ⟨?_, ?_⟩, by ring⟩⟩
  · intro h
    have h2 := congrFun h 2
    simp [tripletState] at h2
  · ext i
    fin_cases i <;>
      simp [hubbard, tripletState, Matrix.mulVec, dotProduct, Fin.sum_univ_four]
  · intro h
    have h0 := congrFun h 0
    simp [singletState] at h0
  · ext i
    fin_cases i <;>
      simp [hubbard, singletState, Matrix.mulVec, dotProduct, Fin.sum_univ_four]

/-- For `t > 0` the time-dependent Hartree-Fock energies are the `w ≥ 0` with
`w² = 4t² + 2tU` in the singlet channel and `w² = 4t² - 2tU` in the triplet channel. -/
theorem tdhf_energy_iff {t U s w : ℝ} (ht : 0 < t) (hs : s = 1 ∨ s = -1) :
    TDHFEnergy t U s w ↔ 0 ≤ w ∧ w ^ 2 = 4 * t ^ 2 + 2 * s * t * U := by
  constructor
  · rintro ⟨hw, x, y, hv, h⟩
    refine ⟨hw, ?_⟩
    have h0 : 2 * t * x + U / 2 * (s * x) + U / 2 * (s * y) = w * x := by
      have := congrFun h 0
      simp [tdhf, Matrix.mulVec, dotProduct, Fin.sum_univ_four] at this
      linarith
    have h2 : -(U / 2) * (s * x) - 2 * t * y - U / 2 * (s * y) = w * y := by
      have := congrFun h 2
      simp [tdhf, Matrix.mulVec, dotProduct, Fin.sum_univ_four] at this
      linarith
    -- eliminate x - y in favour of x + y
    have h4 : (w ^ 2 - (4 * t ^ 2 + 2 * s * t * U)) * (x + y) = 0 := by
      linear_combination -w * (h0 + h2) - 2 * t * (h0 - h2)
    rcases mul_eq_zero.mp h4 with h5 | hp
    · linarith
    · exfalso
      have h6 : t * (x - y) = 0 := by linear_combination (h0 + h2) / 2 + w / 2 * hp
      have hm := (mul_eq_zero.mp h6).resolve_left ht.ne'
      have hx : x = 0 := by linarith
      have hy : y = 0 := by linarith
      apply hv
      ext i
      fin_cases i <;> simp [hx, hy]
  · rintro ⟨hw, h⟩
    refine ⟨hw, 2 * t + w, 2 * t - w, ?_, ?_⟩
    · intro hv
      have h0 := congrFun hv 0
      have h2 := congrFun hv 2
      simp at h0 h2
      linarith
    · rcases hs with rfl | rfl <;> ext i <;> fin_cases i <;>
        simp [tdhf, Matrix.mulVec, dotProduct, Fin.sum_univ_four] <;> nlinarith [h]

/-- For `t > 0` and `0 < U ≤ 2t`, time-dependent Hartree-Fock gives the triplet energy
`sqrt(4t² - 2tU)` and the singlet energy `sqrt(4t² + 2tU)`, and each lies strictly below the
exact excitation energy. -/
theorem tdhf_underestimates {t U : ℝ} (ht : 0 < t) (hU : 0 < U) (hUt : U ≤ 2 * t) :
    (TDHFEnergy t U (-1) √(4 * t ^ 2 - 2 * t * U) ∧
      ExactGap t U tripletState ((√(U ^ 2 + 16 * t ^ 2) - U) / 2) ∧
      √(4 * t ^ 2 - 2 * t * U) < (√(U ^ 2 + 16 * t ^ 2) - U) / 2) ∧
    (TDHFEnergy t U 1 √(4 * t ^ 2 + 2 * t * U) ∧
      ExactGap t U singletState ((√(U ^ 2 + 16 * t ^ 2) + U) / 2) ∧
      √(4 * t ^ 2 + 2 * t * U) < (√(U ^ 2 + 16 * t ^ 2) + U) / 2) := by
  have htU : 0 < t * U := mul_pos ht hU
  have ht2 : 0 < t ^ 2 := by positivity
  have hU2 : 0 < U ^ 2 := by positivity
  have hc : √(U ^ 2 + 16 * t ^ 2) ^ 2 = U ^ 2 + 16 * t ^ 2 := Real.sq_sqrt (by positivity)
  have h1 : U < √(U ^ 2 + 16 * t ^ 2) := (Real.lt_sqrt hU.le).mpr (by linarith)
  have h2 : 4 * t < √(U ^ 2 + 16 * t ^ 2) :=
    (Real.lt_sqrt (by positivity)).mpr (by nlinarith)
  have h3 : √(U ^ 2 + 16 * t ^ 2) < U + 4 * t :=
    (Real.sqrt_lt' (by positivity)).mpr (by nlinarith)
  refine ⟨⟨?_, (exact_gaps U ht).1, ?_⟩, ⟨?_, (exact_gaps U ht).2, ?_⟩⟩
  · refine (tdhf_energy_iff ht (Or.inr rfl)).mpr ⟨Real.sqrt_nonneg _, ?_⟩
    rw [Real.sq_sqrt (by nlinarith [mul_nonneg ht.le (sub_nonneg.mpr hUt)])]
    ring
  · -- after squaring, this is c < U + 4t
    refine (Real.sqrt_lt' (by linarith)).mpr ?_
    nlinarith [mul_pos hU (sub_pos.mpr h3)]
  · refine (tdhf_energy_iff ht (Or.inl rfl)).mpr ⟨Real.sqrt_nonneg _, ?_⟩
    rw [Real.sq_sqrt (by positivity)]
    ring
  · -- after squaring, this is 4t < U + c
    refine (Real.sqrt_lt' (by linarith)).mpr ?_
    nlinarith [mul_pos hU (sub_pos.mpr h2)]

/-- For `t > 0`, time-dependent Hartree-Fock has a real triplet excitation energy exactly when
`U ≤ 2t`. -/
theorem triplet_stable_iff {t U : ℝ} (ht : 0 < t) :
    (∃ w, TDHFEnergy t U (-1) w) ↔ U ≤ 2 * t := by
  constructor
  · rintro ⟨w, hw⟩
    have h := ((tdhf_energy_iff ht (Or.inr rfl)).mp hw).2
    by_contra hlt
    nlinarith [sq_nonneg w, mul_pos ht (sub_pos.mpr (not_le.mp hlt))]
  · intro h
    refine ⟨√(4 * t ^ 2 - 2 * t * U),
      (tdhf_energy_iff ht (Or.inr rfl)).mpr ⟨Real.sqrt_nonneg _, ?_⟩⟩
    rw [Real.sq_sqrt (by nlinarith [mul_nonneg ht.le (sub_nonneg.mpr h)])]
    ring

/-- At `U = 2t` with `t > 0`, the only time-dependent Hartree-Fock triplet energy is zero, while
the exact triplet excitation energy is `(√5 - 1) t`, which is positive. -/
theorem triplet_collapse {t : ℝ} (ht : 0 < t) :
    (∀ w, TDHFEnergy t (2 * t) (-1) w ↔ w = 0) ∧
    ExactGap t (2 * t) tripletState ((√5 - 1) * t) ∧ 0 < (√5 - 1) * t := by
  refine ⟨fun w => ?_, ?_, ?_⟩
  · rw [tdhf_energy_iff ht (Or.inr rfl)]
    constructor
    · rintro ⟨_, h⟩
      have h0 : w ^ 2 = 0 := by linear_combination h
      exact pow_eq_zero_iff (two_ne_zero) |>.mp h0
    · rintro rfl
      exact ⟨le_refl 0, by ring⟩
  · have hr : √((2 * t) ^ 2 + 16 * t ^ 2) = √5 * (2 * t) := by
      rw [show (2 * t) ^ 2 + 16 * t ^ 2 = 5 * (2 * t) ^ 2 by ring,
        Real.sqrt_mul (by norm_num), Real.sqrt_sq (by positivity)]
    have h := (exact_gaps (2 * t) ht).1
    rw [hr, show (√5 * (2 * t) - 2 * t) / 2 = (√5 - 1) * t by ring] at h
    exact h
  · have h5 : (1 : ℝ) < √5 := (Real.lt_sqrt (by norm_num)).mpr (by norm_num)
    exact mul_pos (by linarith) ht

end

end HubbardDimerTDHF
```

```lean
#print axioms HubbardDimerTDHF.tdhf_underestimates
#print axioms HubbardDimerTDHF.triplet_stable_iff
#print axioms HubbardDimerTDHF.triplet_collapse
```

```
'HubbardDimerTDHF.tdhf_underestimates' depends on axioms: [propext, Classical.choice, Quot.sound]
'HubbardDimerTDHF.triplet_stable_iff' depends on axioms: [propext, Classical.choice, Quot.sound]
'HubbardDimerTDHF.triplet_collapse' depends on axioms: [propext, Classical.choice, Quot.sound]
```

## Two pairs of energies

Write c = √(U² + 16t²). The theorem `tdhf_underestimates` says that, for t > 0 and 0 < U ≤ 2t,

triplet: √(4t² − 2tU) < (c − U)/2

singlet: √(4t² + 2tU) < (c + U)/2

It also says what the four numbers are: those on the left are eigenvalues of the time-dependent Hartree-Fock (TDHF) matrix, and those on the right are energy differences of the Hubbard Hamiltonian. At U = 0 both sides equal 2t in each line, so strictness needs U ≠ 0.

Two further theorems concern the triplet. `triplet_stable_iff` says that a real TDHF triplet energy exists exactly when U ≤ 2t. `triplet_collapse` says that at U = 2t the only such energy is zero, while the exact one is (√5 − 1)t > 0.

## The exact levels

The matrix `hubbard t U` acts on states with one electron of each spin. Its basis gives the site of the up electron and then that of the down electron: 11, 22, 12, 21. The first two states are ionic and cost U; the last two are covalent and cost nothing. Each hop contributes −t.

`IsMode M e v` means that v is a nonzero eigenvector of M with eigenvalue e. `ExactGap t U v Ω` means that Ω is the energy of the eigenstate v minus the least eigenvalue. With components numbered from 0, as in Lean, the eigenvalue equations are

U v₀ − t(v₂ + v₃) = E v₀

U v₁ − t(v₂ + v₃) = E v₁

−t(v₀ + v₁) = E v₂

−t(v₀ + v₁) = E v₃

Two eigenvectors can be read off. The covalent triplet (0, 0, 1, −1)/√2 has E = 0, and the odd ionic singlet (1, −1, 0, 0)/√2 has E = U. The file uses them without the factor 1/√2.

The ground-state energy is E₀ = (U − c)/2. It is attained by the vector ((c − U)/2, (c − U)/2, 2t, 2t), which is normalised by dividing by √(c(c − U)). To see that nothing lies lower, suppose E < E₀. Since c > |U|, E₀ is below both 0 and U, and so is E. Subtracting the equations in pairs gives

(U − E)(v₀ − v₁) = 0 and E(v₂ − v₃) = 0,

so v₁ = v₀ and v₃ = v₂. What remains is (U − E)v₀ = 2t v₂ and E v₂ = −2t v₀. Multiplying the first by E and inserting the second gives

(E² − UE − 4t²) v₀ = 0.

The bracket equals ((U − c)/2 − E)((U + c)/2 − E), a product of two positive factors. Hence v₀ = 0, then v₂ = 0, and the vector vanishes, which an eigenvector may not do.

`ground_energy` follows this argument. `IsLeast` splits into attainment, checked component by component, and the lower bound. There `h0` to `h3` are the four equations, `hb` and `hq` are the two equalities, `hpos` is the sign of the bracket, and `linear_combination` carries out the elimination. `exact_gaps` then subtracts E₀ from 0 and from U:

0 − E₀ = (c − U)/2 and U − E₀ = (c + U)/2.

## The TDHF matrix and its two channels

In the spin-restricted Hartree-Fock state both electrons occupy the bonding orbital, and the antibonding orbital lies 2t higher. Each spin has one excitation from bonding to antibonding. The on-site repulsion acts only between opposite spins, and its matrix element between the two excitations is U · 2 · (1/4) = U/2, since each orbital has weight 1/2 on each site. With forward amplitudes first and backward amplitudes second, this gives `tdhf t U`, which has the block form [[A, B], [−B, −A]].

`TDHFEnergy t U s w` asks for w ≥ 0 and an eigenvector (x, sx, y, sy). Here x and y are the forward and backward amplitudes of the spin-up excitation, and the sign s relates spin down to spin up: s = 1 is the singlet and s = −1 the triplet. The independent equations are

2t x + (sU/2)(x + y) = w x

−(sU/2)(x + y) − 2t y = w y

Their sum and difference are

2t(x − y) = w(x + y)

(2t + sU)(x + y) = w(x − y)

Multiplying the second by 2t and using the first gives

(w² − 4t² − 2stU)(x + y) = 0.

If x + y = 0, the first relation forces x − y = 0 as well, so the vector is zero. Therefore w² = 4t² + 2stU. Conversely, if w satisfies this, x = 2t + w and y = 2t − w solve both relations. For w > 0, dividing the vector by 4√(tw) gives the usual normalisation, in which forward squares minus backward squares sum to 1.

This equivalence is `tdhf_energy_iff`. In its proof `h4` is the product equation, `rcases` separates the two factors, and the converse supplies the same x and y.

## Squaring the inequalities

Both right-hand sides are positive because c > U, so the squares can be compared. Using c² = U² + 16t²,

((c − U)/2)² − (4t² − 2tU) = (U/2)(U + 4t − c)

((c + U)/2)² − (4t² + 2tU) = (U/2)(U + c − 4t)

The first is positive because c² < (U + 4t)², the difference being 8tU. The second is positive because c > 4t. In `tdhf_underestimates` these two bounds on c are `h3` and `h2`; `Real.sqrt_lt'` does the squaring, and `nlinarith` receives the positive product it needs.

For the triplet, w² = 2t(2t − U) is negative when U > 2t, so no real w exists; otherwise the square root supplies one. At U = 2t the equation reads w² = 0, while c = 2√5 t gives the exact value (√5 − 1)t.

## Inside a linear-response program

In a TDHF calculation the elements of A and B come from orbital energy differences and two-electron integrals. With real orbitals the eigenvalues of the product (A − B)(A + B) are the values of w². In this dimer each spin channel reduces to numbers:

A − B = 2t, A + B = 2t + sU, w² = 2t(2t + sU).

For t = 1 and U = 1 the roots are 1.414 (triplet) and 2.449 (singlet), against exact values of 1.562 and 2.562. Beyond U = 2t the triplet A + B is negative, so w² is negative and w is imaginary: this is the triplet instability of the restricted reference.

Bethe-Salpeter calculations based on GW with static screening have the same block structure, with quasiparticle energies and a screened exchange term; the inequalities here concern only the bare Hartree-Fock kernel in a two-site model with one orbital per site.

## What the matrices take as given

The gap 2t and the coupling U/2 are entered in `tdhf` directly; the file does not derive them from a self-consistent Hartree-Fock calculation. Likewise, the spin labels are attached to explicit vectors and to the sign s, without a spin operator. The comparison leaves out the fourth exact level, the upper even singlet at energy c above the ground state, which has no partner among the single excitations of TDHF.
